# A finite Hermitian Hamiltonian with a positive definite overlap matrix has a complete set of overlap-orthonormal generalized eigenvectors

The theorem `exists_eigenbasis` concerns the generalized eigenvalue equation Hψ = eSψ in a finite-dimensional complex space, where the Hamiltonian matrix H is Hermitian and the overlap matrix S is positive definite. It states that there are as many solutions ψᵢ as the dimension, each nonzero, with ψᵢ†Sψⱼ equal to 1 if i = j and 0 otherwise. The eigenvalues are only asserted to be complex numbers, though the proof supplies real ones. The attempt picks T with T†ST = 1, diagonalises the Hermitian matrix T†HT by a unitary V, and takes the columns of C = TV as the orbitals. To show that no column is zero, it supposes that one is and seeks a contradiction with its unit S-norm.

An attempt in Lean 4 with a fault in it:

```lean
import Mathlib

open Matrix
open scoped ComplexOrder

namespace UltrasoftOverlap

noncomputable section

variable {n : Type*} [Fintype n]

/-- The inner product of two orbitals weighted by the overlap operator `S`. -/
def sInner (S : Matrix n n ℂ) (u v : n → ℂ) : ℂ := star u ⬝ᵥ (S *ᵥ v)

/-- The nonzero orbital `v` solves the generalized eigenvalue equation `H v = e S v`. -/
def IsLevel (H S : Matrix n n ℂ) (e : ℂ) (v : n → ℂ) : Prop :=
  v ≠ 0 ∧ H *ᵥ v = e • (S *ᵥ v)

/-- A family of orbitals, as many as the dimension, is orthonormal in the `S`-weighted
inner product. -/
def SOrthonormal [DecidableEq n] (S : Matrix n n ℂ) (ψ : n → n → ℂ) : Prop :=
  ∀ i j, sInner S (ψ i) (ψ j) = if i = j then 1 else 0

variable [DecidableEq n]

private theorem eigen_columns {A : Matrix n n ℂ} (hA : A.IsHermitian) :
    A * (hA.eigenvectorUnitary : Matrix n n ℂ) =
      (hA.eigenvectorUnitary : Matrix n n ℂ) * diagonal (fun i => (hA.eigenvalues i : ℂ)) := by
  ext x i
  have h := congrFun (hA.mulVec_eigenvectorBasis i) x
  rw [Matrix.mul_diagonal]
  simpa [Matrix.mul_apply, mulVec, dotProduct, mul_comm] using h

/-- A positive definite overlap can be transformed to the identity by a change of basis. -/
theorem exists_whitening {S : Matrix n n ℂ} (hS : S.PosDef) :
    ∃ T : Matrix n n ℂ, Tᴴ * S * T = 1 := by
  have hSU := eigen_columns hS.1
  have hU := mem_unitaryGroup_iff'.mp hS.1.eigenvectorUnitary.2
  rw [star_eq_conjTranspose] at hU
  have hd := hS.eigenvalues_pos
  generalize (hS.1.eigenvectorUnitary : Matrix n n ℂ) = U at hSU hU
  generalize hS.1.eigenvalues = d at hSU hd
  -- rescale each eigenvector of S by the inverse square root of its eigenvalue
  let D : Matrix n n ℂ := diagonal fun i => (((√(d i))⁻¹ : ℝ) : ℂ)
  refine ⟨U * D, ?_⟩
  calc (U * D)ᴴ * S * (U * D) = Dᴴ * (Uᴴ * (S * U)) * D := by
        rw [conjTranspose_mul]; simp only [Matrix.mul_assoc]
    _ = Dᴴ * diagonal (fun i => (d i : ℂ)) * D := by
        rw [hSU, ← Matrix.mul_assoc Uᴴ, hU, Matrix.one_mul]
    _ = 1 := by
        simp only [D]
        rw [diagonal_conjTranspose, diagonal_mul_diagonal, diagonal_mul_diagonal]
        refine (congrArg diagonal (funext fun i => ?_)).trans diagonal_one
        have key : ∀ s : ℝ, s ≠ 0 → s⁻¹ * (s * s) * s⁻¹ = 1 := by
          intro s hs
          field_simp
        have h := key (√(d i)) (Real.sqrt_pos.mpr (hd i)).ne'
        rw [Real.mul_self_sqrt (hd i).le] at h
        change star (((√(d i))⁻¹ : ℝ) : ℂ) * (d i : ℂ) * (((√(d i))⁻¹ : ℝ) : ℂ) = 1
        rw [Complex.star_def, Complex.conj_ofReal]
        exact_mod_cast h

/-- An `S`-orthonormal basis of generalized eigenvectors exists. -/
theorem exists_eigenbasis {H S : Matrix n n ℂ} (hH : H.IsHermitian) (hS : S.PosDef) :
    ∃ (ψ : n → n → ℂ) (e : n → ℂ), SOrthonormal S ψ ∧ ∀ i, IsLevel H S (e i) (ψ i) := by
  obtain ⟨T, hT⟩ := exists_whitening hS
  -- the transformed Hamiltonian is an ordinary Hermitian matrix
  have hK : (Tᴴ * H * T).IsHermitian := by
    change (Tᴴ * H * T)ᴴ = _
    rw [conjTranspose_mul, conjTranspose_mul, conjTranspose_conjTranspose, hH.eq,
      Matrix.mul_assoc]
  have hKV := eigen_columns hK
  have hV := mem_unitaryGroup_iff'.mp hK.eigenvectorUnitary.2
  rw [star_eq_conjTranspose] at hV
  generalize (hK.eigenvectorUnitary : Matrix n n ℂ) = V at hKV hV
  generalize hK.eigenvalues = d at hKV
  obtain ⟨C, hC⟩ : ∃ C, C = T * V := ⟨_, rfl⟩
  have hCSC : Cᴴ * (S * C) = 1 := by
    calc Cᴴ * (S * C) = Vᴴ * (Tᴴ * S * T) * V := by
          rw [hC, conjTranspose_mul]; simp only [Matrix.mul_assoc]
      _ = 1 := by rw [hT, Matrix.mul_one, hV]
  have hCHC : Cᴴ * (H * C) = diagonal (fun i => (d i : ℂ)) := by
    calc Cᴴ * (H * C) = Vᴴ * (Tᴴ * H * T * V) := by
          rw [hC, conjTranspose_mul]; simp only [Matrix.mul_assoc]
      _ = _ := by rw [hKV, ← Matrix.mul_assoc, hV, Matrix.one_mul]
  have hHC : H * C = S * C * diagonal (fun i => (d i : ℂ)) := by
    rw [← hCHC, ← Matrix.mul_assoc (S * C), mul_eq_one_comm.mp hCSC, Matrix.one_mul]
  have hψ : SOrthonormal S (fun i x => C x i) := by
    intro i j
    have h := congrFun (congrFun hCSC i) j
    rw [Matrix.one_apply] at h
    exact h
  refine ⟨fun i x => C x i, fun i => (d i : ℂ), hψ, fun i => ⟨fun h0 => ?_, ?_⟩⟩
  · have h := hψ i i
    change sInner S (fun x => C x i) (fun x => C x i) = _ at h
    rw [h0] at h
    simp [sInner] at h
  · funext x
    have h := congrFun (congrFun hHC x) i
    rw [Matrix.mul_diagonal] at h
    exact h.trans (mul_comm _ _)

end

end UltrasoftOverlap
```

The compiler's answer:

```
Main.lean:96:8: error: Tactic `rewrite` failed: Did not find an occurrence of the pattern
  (fun i x => C x i) i
in the target expression
  (sInner S (fun x => C x i) fun x => C x i) = if i = i then 1 else 0

case refine_1
n : Type u_1
inst✝¹ : Fintype n
inst✝ : DecidableEq n
H S : Matrix n n ℂ
hH : H.IsHermitian
hS : S.PosDef
T : Matrix n n ℂ
hT : Tᴴ * S * T = 1
hK : (Tᴴ * H * T).IsHermitian
V : Matrix n n ℂ
hV : Vᴴ * V = 1
d : n → ℝ
hKV : Tᴴ * H * T * V = V * diagonal fun i => ↑(d i)
C : Matrix n n ℂ
hC : C = T * V
hCSC : Cᴴ * (S * C) = 1
hCHC : Cᴴ * (H * C) = diagonal fun i => ↑(d i)
hHC : H * C = S * C * diagonal fun i => ↑(d i)
hψ : SOrthonormal S fun i x => C x i
i : n
h0 : (fun i x => C x i) i = 0
h : (sInner S (fun x => C x i) fun x => C x i) = if i = i then 1 else 0
⊢ False

Note: The target expression is not type-correct under the `implicit` transparency level, which may have triggered the failure. This is usually caused by unfolding of semireducible definitions in prior tactic steps. Use `set_option linter.tacticCheckInstances true` to investigate the source of the issue.
Full error:
  function expected
    C x
```

What went wrong. The error is that `rw [h0] at h` finds nothing to rewrite. The left side of `h0` is the unreduced application `(fun i x => C x i) i`, while the `change` has put the column into `h` in its reduced form, `fun x => C x i`. The two are equal by definition, but `rw` looks for the pattern as written.

Lean's note adds a possible contributing cause: `C` is a `Matrix`, and `C x` makes sense as a function application only once that type is unfolded, which the `implicit` transparency level does not do.

The repair avoids both difficulties by first proving `hne` for an arbitrary vector `w`. There `hw0` is `w = 0`, and `w` appears literally in `hw`, so the rewrite works and `simp` refutes the resulting claim that zero has unit S-norm. `hne` is then applied to the column by `exact`, which accepts the two forms as definitionally equal. `if_pos rfl` reduces the `if i = i` in the orthonormality condition to 1, as `hne` requires. The added comment is only explanatory.

Lean accepts the file once it reads:

```diff
@@ -92,8 +92,10 @@
     exact h
   refine ⟨fun i x => C x i, fun i => (d i : ℂ), hψ, fun i => ⟨fun h0 => ?_, ?_⟩⟩
-  · have h := hψ i i
-    change sInner S (fun x => C x i) (fun x => C x i) = _ at h
-    rw [h0] at h
-    simp [sInner] at h
+  · -- a vector of unit S-norm cannot vanish
+    have hne : ∀ w : n → ℂ, sInner S w w = 1 → w ≠ 0 := by
+      intro w hw hw0
+      rw [hw0] at hw
+      simp [sInner] at hw
+    exact hne _ ((hψ i i).trans (if_pos rfl)) h0
   · funext x
     have h := congrFun (congrFun hHC x) i
```
